# Balanced homodyne detection reads a quadrature and leaves the dissipator unchanged

Let $L$ and $r$ be complex square matrices of the same finite size, let $a$ be a complex number, and write $L^*$ for the adjoint of $L$. Define

$$D[L]r = LrL^* - \tfrac12\,(L^*L\,r + r\,L^*L), \qquad M_\pm = \frac{L \pm a}{\sqrt2}.$$

Then

$$D[M_+]r + D[M_-]r = D[L]r,$$
$$\mathrm{tr}\big((M_+^*M_+ - M_-^*M_-)\,r\big) = \mathrm{tr}\big((\bar a L + aL^*)\,r\big).$$

The jump operators $M_+$ and $M_-$ of the two detectors together give the same dissipator as $L$, the jump operator for direct detection of the emitted light. For $a \neq 0$, the difference of their click rates is proportional to the mean of a field quadrature.

## Light from the system meets a local oscillator

An open system with state $r$ emits light through the jump operator $L$, so a photodetector placed in the output clicks at the rate $\mathrm{tr}(L^*L\,r)$. In balanced homodyne detection the emitted light is first mixed with a strong laser beam, the local oscillator, on a balanced beam splitter, and a detector watches each output port. The laser is treated as a classical field whose amplitude $a$ is a number, with $|a|^2$ its photon flux. With the phase shifts of the beam splitter absorbed into $a$ and into the overall phases of the jump operators, the ports have jump operators $M_+$ and $M_-$.

In a trajectory simulation of a finite-dimensional Markovian model, one may therefore replace the jump operator $L$ by the pair $M_\pm$: the individual records change, while the master equation for the average state stays the same.

## Opposite displacements cancel in the average

Take a general jump operator $cL + b$ with complex $c$ and $b$. Its two ingredients are

$$(cL+b)\,r\,(cL+b)^* = |c|^2 LrL^* + \bar b c\,Lr + b\bar c\,rL^* + |b|^2 r,$$
$$(cL+b)^*(cL+b) = |c|^2L^*L + \bar b c\,L + b\bar c\,L^* + |b|^2.$$

In the dissipator the terms in $|b|^2$ cancel. The terms in $\bar b c$ give $Lr - \tfrac12(Lr + rL) = \tfrac12[L,r]$, and those in $b\bar c$ give $rL^* - \tfrac12(L^*r + rL^*) = -\tfrac12[L^*,r]$. Hence

$$D[cL+b]r = |c|^2D[L]r + \tfrac12\big(\bar b c\,[L,r] - b\bar c\,[L^*,r]\big).$$

For the two ports $c = 1/\sqrt2$ and $b = \pm a/\sqrt2$, so $\bar b c = \pm\bar a/2$ and $b\bar c = \pm a/2$. The commutators have opposite signs and cancel in the sum, while the two factors $|c|^2 = \tfrac12$ add up to one.

The same happens for any lossless beam splitter with amplitudes $t$ and $s$, where $|t|^2 + |s|^2 = 1$. Up to overall phase factors, which change neither the dissipator nor the click rates, its ports have jump operators $tL + sa$ and $-\bar sL + \bar ta$, for which $\bar b c$ equals $\bar a t\bar s$ and $-\bar a t\bar s$.

## The difference current carries the phase

The photon-counting operators of the balanced ports are

$$M_\pm^*M_\pm = \tfrac12\big(L^*L + |a|^2 \pm (\bar aL + aL^*)\big).$$

Their difference is $\bar aL + aL^*$. Their sum is $L^*L + |a|^2$, so the total click rate is $\mathrm{tr}(L^*L\,r) + |a|^2\,\mathrm{tr}\,r$.

With $a = \beta e^{i\varphi}$, where $\beta$ and $\varphi$ are real, the difference signal becomes $\beta\,\mathrm{tr}(X_\varphi r)$ with

$$X_\varphi = e^{-i\varphi}L + e^{i\varphi}L^*.$$

This operator is Hermitian, and the phase of the laser selects which quadrature is read.

## A single displaced jump operator can alter the generator

One displaced jump operator taken alone generally leaves the commutators uncancelled; an exception is a Hermitian $L$ with real $\bar b c$. This concerns dropping the other port's term from the equation: merely leaving that port unwatched does not change the average evolution. Take the two-level lowering operator $L = \begin{pmatrix}0&1\\0&0\end{pmatrix}$ and its ground state $r = \begin{pmatrix}1&0\\0&0\end{pmatrix}$. With $c = b = 1$ the formula above gives

$$D[L+1]r - D[L]r = \tfrac12\big([L,r] - [L^*,r]\big) = \begin{pmatrix}0&-\tfrac12\\-\tfrac12&0\end{pmatrix}.$$

The displacement acts here like an extra Hamiltonian drive.

## How the Lean statement expresses the physics

The matrices have type `Matrix n n ℂ` with `n` a finite index type, and `ᴴ` is the adjoint. `dissipator L r` is $D[L]r$, `clickRate M r` is $\mathrm{tr}(M^*M\,r)$, and `plusPort a L` and `minusPort a L` are $M_+$ and $M_-$. The number `splitAmp` is $1/\sqrt2$, and `quadrature φ L` is $X_\varphi$, with no further normalising factor.

The theorem `balanced_homodyne` states both identities for every `a`, `L` and `r`. It does not require `r` to be a density matrix; positivity and unit trace enter only when the traces are read as physical rates and means.

The port operators are definitions and are not derived from a quantised field. A cavity mode has to be truncated to fit the finite dimension. The detectors are ideal, and the measurement noise and the stochastic equation for a single trajectory are not modelled. A system Hamiltonian $H$ would add the same term $-i[H,r]$ (with $\hbar = 1$) to the master equation written with $L$ and to the one written with $M_\pm$.

```lean
import Mathlib

open Matrix

namespace BalancedHomodyne

noncomputable section

variable {n : Type*} [Fintype n] [DecidableEq n]

/-- The Lindblad dissipator `D[L] r = L r L* - (L*L r + r L*L)/2`. -/
def dissipator (L r : Matrix n n ℂ) : Matrix n n ℂ :=
  L * r * Lᴴ - (1 / 2 : ℂ) • (Lᴴ * L * r + r * (Lᴴ * L))

/-- The rate `tr(M*M r)` of detector clicks with jump operator `M` in the state `r`. -/
def clickRate (M r : Matrix n n ℂ) : ℂ := (Mᴴ * M * r).trace

/-- The amplitude `1/√2` of a balanced beam splitter. -/
def splitAmp : ℂ := ((1 / √2 : ℝ) : ℂ)

/-- The jump operator `(L + a)/√2` of the first output port. -/
def plusPort (a : ℂ) (L : Matrix n n ℂ) : Matrix n n ℂ :=
  splitAmp • (L + a • (1 : Matrix n n ℂ))

/-- The jump operator `(L - a)/√2` of the second output port. -/
def minusPort (a : ℂ) (L : Matrix n n ℂ) : Matrix n n ℂ :=
  splitAmp • (L - a • (1 : Matrix n n ℂ))

/-- The field quadrature `exp(-iφ) L + exp(iφ) L*` at phase `φ`. -/
def quadrature (φ : ℝ) (L : Matrix n n ℂ) : Matrix n n ℂ :=
  star (Complex.exp (φ * Complex.I)) • L + Complex.exp (φ * Complex.I) • Lᴴ

/-- The squared modulus of the amplitude `splitAmp` is `1/2`. -/
lemma splitAmp_mul_star : splitAmp * star splitAmp = 1 / 2 := by
  have h : (1 / √2) * (1 / √2) = (1 / 2 : ℝ) := by
    rw [div_mul_div_comm, Real.mul_self_sqrt (by norm_num)]
    norm_num
  unfold splitAmp
  rw [Complex.star_def, Complex.conj_ofReal, ← Complex.ofReal_mul, h]
  norm_num

/-- Scaling a jump operator by `c` and displacing it by `b` scales the dissipator by `|c|²`
and adds commutators of the state with `L` and `L*`. -/
theorem dissipator_affine (c b : ℂ) (L r : Matrix n n ℂ) :
    dissipator (c • L + b • (1 : Matrix n n ℂ)) r =
      (c * star c) • dissipator L r +
        (1 / 2 : ℂ) • ((star b * c) • (L * r - r * L) - (b * star c) • (Lᴴ * r - r * Lᴴ)) := by
  simp only [dissipator, conjTranspose_add, conjTranspose_smul, conjTranspose_one, add_mul,
    mul_add, smul_mul_assoc, mul_smul_comm, one_mul, mul_one, mul_assoc]
  module

/-- Mixing the emitted field with a local oscillator `a` on any lossless beam splitter with
amplitudes `t` and `s` leaves the total dissipator unchanged. -/
theorem beamSplitter_dissipator (t s a : ℂ) (h : t * star t + s * star s = 1)
    (L r : Matrix n n ℂ) :
    dissipator (t • L + (s * a) • (1 : Matrix n n ℂ)) r +
      dissipator ((-star s) • L + (star t * a) • (1 : Matrix n n ℂ)) r = dissipator L r := by
  rw [dissipator_affine, dissipator_affine]
  simp only [star_mul', star_neg, star_star]
  -- the commutators from the two ports cancel
  calc _ = (t * star t + s * star s) • dissipator L r := by module
    _ = dissipator L r := by rw [h, one_smul]

/-- The difference of the two photon-counting operators is `conj(a) L + a L*`. -/
theorem port_difference (a : ℂ) (L : Matrix n n ℂ) :
    (plusPort a L)ᴴ * plusPort a L - (minusPort a L)ᴴ * minusPort a L =
      star a • L + a • Lᴴ := by
  calc _ = (2 * (splitAmp * star splitAmp)) • (star a • L + a • Lᴴ) := by
        simp only [plusPort, minusPort, conjTranspose_add, conjTranspose_sub,
          conjTranspose_smul, conjTranspose_one, add_mul, mul_add, sub_mul, mul_sub,
          smul_mul_assoc, mul_smul_comm, one_mul, mul_one]
        module
    _ = star a • L + a • Lᴴ := by
        rw [splitAmp_mul_star, show (2 * (1 / 2) : ℂ) = 1 by norm_num, one_smul]

/-- The total click rate is that of the emitted field plus the local-oscillator intensity
`|a|²` times the trace of the state. -/
theorem total_clickRate (a : ℂ) (L r : Matrix n n ℂ) :
    clickRate (plusPort a L) r + clickRate (minusPort a L) r =
      clickRate L r + (star a * a) * r.trace := by
  have h : (plusPort a L)ᴴ * plusPort a L + (minusPort a L)ᴴ * minusPort a L =
      Lᴴ * L + (star a * a) • (1 : Matrix n n ℂ) := by
    calc _ = (2 * (splitAmp * star splitAmp)) •
          (Lᴴ * L + (star a * a) • (1 : Matrix n n ℂ)) := by
          simp only [plusPort, minusPort, conjTranspose_add, conjTranspose_sub,
            conjTranspose_smul, conjTranspose_one, add_mul, mul_add, sub_mul, mul_sub,
            smul_mul_assoc, mul_smul_comm, one_mul, mul_one]
          module
      _ = _ := by
          rw [splitAmp_mul_star, show (2 * (1 / 2) : ℂ) = 1 by norm_num, one_smul]
  unfold clickRate
  rw [← Matrix.trace_add, ← add_mul, h, add_mul, Matrix.trace_add, smul_mul_assoc, one_mul,
    Matrix.trace_smul, smul_eq_mul]

/-- Balanced homodyne detection: the two ports together give the dissipator of `L`, and the
difference of their click rates is the mean of `conj(a) L + a L*`. -/
theorem balanced_homodyne (a : ℂ) (L r : Matrix n n ℂ) :
    dissipator (plusPort a L) r + dissipator (minusPort a L) r = dissipator L r ∧
      clickRate (plusPort a L) r - clickRate (minusPort a L) r =
        ((star a • L + a • Lᴴ) * r).trace := by
  constructor
  · have hp : plusPort a L = splitAmp • L + (splitAmp * a) • (1 : Matrix n n ℂ) := by
      unfold plusPort
      module
    have hm : minusPort a L = splitAmp • L + (-(splitAmp * a)) • (1 : Matrix n n ℂ) := by
      unfold minusPort
      module
    rw [hp, hm, dissipator_affine, dissipator_affine]
    simp only [star_mul', star_neg]
    -- opposite displacements give opposite commutators
    calc _ = (2 * (splitAmp * star splitAmp)) • dissipator L r := by module
      _ = dissipator L r := by
        rw [splitAmp_mul_star, show (2 * (1 / 2) : ℂ) = 1 by norm_num, one_smul]
  · unfold clickRate
    rw [← Matrix.trace_sub, ← sub_mul, port_difference]

omit [Fintype n] [DecidableEq n] in
/-- Every quadrature is a Hermitian operator. -/
theorem quadrature_isHermitian (φ : ℝ) (L : Matrix n n ℂ) : (quadrature φ L).IsHermitian := by
  unfold Matrix.IsHermitian quadrature
  rw [conjTranspose_add, conjTranspose_smul, conjTranspose_smul, conjTranspose_conjTranspose,
    star_star]
  exact add_comm _ _

/-- With a local oscillator of real amplitude `β` and phase `φ`, the difference signal is `β`
times the mean of the quadrature at phase `φ`. -/
theorem homodyne_signal (β φ : ℝ) (L r : Matrix n n ℂ) :
    clickRate (plusPort (β * Complex.exp (φ * Complex.I)) L) r -
      clickRate (minusPort (β * Complex.exp (φ * Complex.I)) L) r =
        β * (quadrature φ L * r).trace := by
  have h : star ((β : ℂ) * Complex.exp (φ * Complex.I)) • L +
      ((β : ℂ) * Complex.exp (φ * Complex.I)) • Lᴴ = (β : ℂ) • quadrature φ L := by
    have hβ : star (β : ℂ) = β := Complex.conj_ofReal β
    rw [star_mul', hβ]
    unfold quadrature
    module
  rw [(balanced_homodyne _ L r).2, h, smul_mul_assoc, Matrix.trace_smul, smul_eq_mul]

/-- For a two-level lowering operator, displacing the single jump operator by `1` changes the
dissipator; the change is evaluated on a basis state. -/
theorem single_displacement_changes_dynamics :
    dissipator (!![0, 1; 0, 0] + (1 : Matrix (Fin 2) (Fin 2) ℂ)) !![1, 0; 0, 0] -
      dissipator !![0, 1; 0, 0] !![1, 0; 0, 0] = !![0, -1 / 2; -1 / 2, 0] := by
  -- write the displaced operator and the adjoints explicitly
  have h1 : !![0, 1; 0, 0] + (1 : Matrix (Fin 2) (Fin 2) ℂ) = !![1, 1; 0, 1] := by
    ext i j
    fin_cases i <;> fin_cases j <;> simp
  have h2 : (!![1, 1; 0, 1] : Matrix (Fin 2) (Fin 2) ℂ)ᴴ = !![1, 0; 1, 1] := by
    ext i j
    fin_cases i <;> fin_cases j <;> simp [Matrix.conjTranspose_apply]
  have h3 : (!![0, 1; 0, 0] : Matrix (Fin 2) (Fin 2) ℂ)ᴴ = !![0, 0; 1, 0] := by
    ext i j
    fin_cases i <;> fin_cases j <;> simp [Matrix.conjTranspose_apply]
  simp only [dissipator, h1, h2, h3, Matrix.mul_fin_two]
  ext i j
  fin_cases i <;> fin_cases j <;> norm_num

end

end BalancedHomodyne
```

```lean
#print axioms BalancedHomodyne.balanced_homodyne
-- 'BalancedHomodyne.balanced_homodyne' depends on axioms: [propext, Classical.choice, Quot.sound]
#print axioms BalancedHomodyne.quadrature_isHermitian
-- 'BalancedHomodyne.quadrature_isHermitian' depends on axioms: [propext, Classical.choice, Quot.sound]
#print axioms BalancedHomodyne.homodyne_signal
-- 'BalancedHomodyne.homodyne_signal' depends on axioms: [propext, Classical.choice, Quot.sound]
#print axioms BalancedHomodyne.single_displacement_changes_dynamics
-- 'BalancedHomodyne.single_displacement_changes_dynamics' depends on axioms: [propext, Classical.choice, Quot.sound]
```

## How the proof follows the algebra

`dissipator_affine` is the formula for $D[cL+b]$. Its `simp only` step multiplies out all products and adjoints, and `module` then compares the coefficients of the remaining matrix products.

`beamSplitter_dissipator` applies this formula to each port. The first `calc` step cancels the commutators and leaves the factor $|t|^2 + |s|^2$, which the hypothesis `h` sets to one.

The first half of `balanced_homodyne` proceeds in the same way for the balanced ports. The equations `hp` and `hm` bring $M_\pm$ into the form $cL + b$, and `splitAmp_mul_star` supplies $|c|^2 = \tfrac12$. The second half takes the operator identity `port_difference` under the trace. `total_clickRate` does the same for the sum.

`homodyne_signal` inserts $a = \beta e^{i\varphi}$ and pulls out the real factor $\beta$, while `quadrature_isHermitian` checks that the adjoint merely exchanges the two terms of $X_\varphi$. Finally, `single_displacement_changes_dynamics` writes out the $2\times2$ matrices and compares them entry by entry.
